# The radial Pekar energy of a normalised, compactly supported C¹ state is at least −α²/4 in units of the phonon energy

## Lowering the energy of a trial polaron

A strong-coupling polaron calculation often takes a spherical trial function and varies its parameters to lower the Pekar energy. That search has a finite target only if the energy is bounded below. For normalised C¹ radial functions that vanish near the origin and at large radius, the energy never falls below $-\alpha^2/4$ in units of the phonon energy, where $\alpha\ge 0$ is the dimensionless Fröhlich electron-phonon coupling.

The danger is collapse. The electron polarises the lattice and is attracted by the polarisation, and the attraction grows as the electron cloud shrinks. The kinetic energy grows too, and the question is which one wins.

## From the electron cloud to radial integrals

In units where $\hbar$, the band mass and the phonon frequency are 1, eliminating the classical lattice polarisation leaves

$$\frac12\int|\nabla\psi|^2\,d^3x-\frac{\alpha}{\sqrt2}\iint\frac{|\psi(x)|^2|\psi(y)|^2}{|x-y|}\,d^3x\,d^3y .$$

For a real spherical $\psi$, put $u(r)=\sqrt{4\pi}\,r\,\psi(r)$. Averaging $1/|x-y|$ over angles gives $1/\max(r,s)$, with $r=|x|$ and $s=|y|$. The energy becomes $E=T-\frac{\alpha}{\sqrt2}D$, with

$$T=\frac12\int_0^\infty u'^2\,dr,\qquad D=\int_0^\infty\!\!\int_0^\infty\frac{u(r)^2u(s)^2}{\max(r,s)}\,ds\,dr .$$

Two more integrals are needed: $N=\int_0^\infty u^2\,dr$, which is 1 for a normalised state, and $A=\int_0^\infty u^2/r\,dr$, which is the mean inverse radius when $N=1$.

## What the Lean theorems say

The definitions `kinetic`, `selfAttraction` and `invRadius` are $T$, $D$ and $A$, and `pekarEnergy α u` is $E$. The name `mass` stands for the total probability $N$, not for the polaron's effective mass. All integrals run over `Ioi 0`, the half-line $r>0$.

The hypothesis `IsRadial u` says that $u:\mathbb R\to\mathbb R$ is continuously differentiable, has compact support, and has that support inside $r>0$. The main theorem, `pekarEnergy_ge`, reads: if `IsRadial u`, `mass u = 1` and `0 ≤ α`, then $-\alpha^2/4\le E$. Three companions also assume `IsRadial u` and `0 ≤ α`, with $N=1$ only where stated:

- `pekarEnergy_ge_mass`: $E\ge-\alpha^2N^3/4$ for any $N$.
- `kinetic_le`: $T\le 2E+\alpha^2$ when $N=1$.
- `pekarEnergy_ge_of_confined`: $E\ge 1/(4R^2)-\alpha^2/2$ when $N=1$ and $u$ vanishes beyond a radius $R>0$.

The last one expresses the absence of collapse: at fixed $\alpha$, squeezing such a state into an ever smaller ball costs unbounded energy. None of the theorems gives the exact minimum or a minimiser.

Lean starts from the radial integrals, so the angular reduction above, and the limiting argument needed for trial functions such as Gaussians, which have a tail and $\psi(0)\neq0$, are left to the reader. Non-spherical states are not treated.

## Comparison with a hydrogen atom

**A bound for a fixed charge.** Let $Z$ be any real number. Expanding the square gives

$$\left(u'-\frac ur+Zu\right)^2=u'^2+Z^2u^2-\frac{2Zu^2}{r}+G',\qquad G=u\left(Zu-\frac ur\right),$$

because $G'=2Zuu'-2uu'/r+u^2/r^2$ collects the remaining terms. Since $u$ vanishes near the origin and at large $r$, $\int_0^\infty G'\,dr=0$. The integral of the square is non-negative, so $0\le 2T+Z^2N-2ZA$, that is,

$$T-ZA\ge-\frac{Z^2}{2}N .$$

For $N=1$ and $Z>0$, the right side is the ground-state energy of a particle of unit mass in the potential $-Z/r$ with $\hbar=1$. In atomic units this is the hydrogen-like atom with nuclear charge $Z$.

**Moving the charge to the origin.** Since $\max(r,s)\ge r$,

$$D\le\int_0^\infty\frac{u(r)^2}{r}\,dr\int_0^\infty u(s)^2\,ds=NA .$$

**Choosing the charge.** With $Z=\alpha N/\sqrt2$,

$$E\ge T-\frac{\alpha N}{\sqrt2}A\ge-\frac{\alpha^2N^3}{4},$$

and $N=1$ gives the main bound.

**Kinetic energy.** Let $N=1$. The main bound at coupling $2\alpha$ is $T-\frac{2\alpha}{\sqrt2}D\ge-\alpha^2$. Adding $T$ to both sides gives $2E\ge T-\alpha^2$.

**Confinement.** If also $u=0$ for $r>R$, then $A\ge1/R$. The fixed-charge bound with $Z=1/R$ gives

$$T\ge\frac AR-\frac1{2R^2}\ge\frac1{2R^2},$$

and therefore $E\ge\frac12(T-\alpha^2)\ge\frac1{4R^2}-\frac{\alpha^2}2$.

## The complete Lean source

```lean
import Mathlib

open MeasureTheory Set Filter

namespace RadialPekar

noncomputable section

/-- A reduced radial wave function: real, continuously differentiable, and compactly
supported inside the open half-line `r > 0`. -/
structure IsRadial (u : ℝ → ℝ) : Prop where
  smooth : ContDiff ℝ 1 u
  compact : HasCompactSupport u
  away : tsupport u ⊆ Ioi 0

/-- The total probability (mass) `∫ u²` over `r > 0`. -/
def mass (u : ℝ → ℝ) : ℝ := ∫ r in Ioi (0 : ℝ), u r ^ 2

/-- The radial kinetic energy `½ ∫ u'²` over `r > 0`. -/
def kinetic (u : ℝ → ℝ) : ℝ := (1 / 2) * ∫ r in Ioi (0 : ℝ), deriv u r ^ 2

/-- The mean inverse radius `∫ u² / r`, taken over the domain `r > 0`. -/
def invRadius (u : ℝ → ℝ) : ℝ := ∫ r in Ioi (0 : ℝ), u r ^ 2 / r

/-- The Coulomb self-attraction of the spherical density, the double integral of
`u(r)² u(s)² / max(r, s)` over the domain `r, s > 0`. -/
def selfAttraction (u : ℝ → ℝ) : ℝ :=
  ∫ r in Ioi (0 : ℝ), ∫ s in Ioi (0 : ℝ), u r ^ 2 * u s ^ 2 / max r s

/-- The radial Pekar energy at electron-phonon coupling `α`. -/
def pekarEnergy (α : ℝ) (u : ℝ → ℝ) : ℝ :=
  kinetic u - α / √2 * selfAttraction u

variable {u : ℝ → ℝ}

/-- For a reduced radial wave function `u`, the full radial function `u(r)/r` is
continuously differentiable. -/
theorem IsRadial.contDiff_div (h : IsRadial u) : ContDiff ℝ 1 (fun r => u r / r) := by
  rw [contDiff_iff_contDiffAt]
  intro x
  by_cases hx : x ∈ tsupport u
  · have hx0 : (0 : ℝ) < x := h.away hx
    exact h.smooth.contDiffAt.div
      (contDiffAt_id : ContDiffAt ℝ 1 (fun r : ℝ => r) x) hx0.ne'
  · -- off the support the quotient vanishes in a neighbourhood
    have h0 := notMem_tsupport_iff_eventuallyEq.mp hx
    refine (contDiffAt_const (c := (0 : ℝ))).congr_of_eventuallyEq ?_
    filter_upwards [h0] with r hr
    simp [hr]

/-- The square of a continuous, compactly supported real function is integrable. -/
theorem integrable_sq_of_compact {f : ℝ → ℝ} (hf : Continuous f)
    (hs : HasCompactSupport f) : Integrable (fun r => f r ^ 2) := by
  have hc : Continuous (fun r => f r * f r) := hf.mul hf
  have hs2 : HasCompactSupport (fun r => f r * f r) := hs.mul_right
  refine (hc.integrable_of_hasCompactSupport hs2).congr (Eventually.of_forall fun r => ?_)
  show f r * f r = f r ^ 2
  ring

/-- The density `u²` of a reduced radial wave function is integrable. -/
theorem IsRadial.integrable_sq (h : IsRadial u) : Integrable (fun r => u r ^ 2) :=
  integrable_sq_of_compact h.smooth.continuous h.compact

/-- The Coulomb energy density `u²/r` of a reduced radial wave function is integrable. -/
theorem IsRadial.integrable_sq_div (h : IsRadial u) :
    Integrable (fun r => u r ^ 2 / r) := by
  have hc : Continuous (fun r => u r * (u r / r)) :=
    h.smooth.continuous.mul h.contDiff_div.continuous
  have hs : HasCompactSupport (fun r => u r * (u r / r)) := h.compact.mul_right
  refine (hc.integrable_of_hasCompactSupport hs).congr (Eventually.of_forall fun r => ?_)
  show u r * (u r / r) = u r ^ 2 / r
  ring

/-- Hydrogen-type bound: for a reduced radial wave function and any real charge `Z`, the
kinetic energy minus `Z ∫ u²/r` is at least `-Z²/2` times the mass. -/
theorem hydrogen_bound (h : IsRadial u) (Z : ℝ) :
    -(Z ^ 2 / 2) * mass u ≤ kinetic u - Z * invRadius u := by
  -- the boundary term produced by completing the square
  let G : ℝ → ℝ := fun r => u r * (Z * u r - u r / r)
  have hG : ContDiff ℝ 1 G :=
    h.smooth.mul ((contDiff_const.mul h.smooth).sub h.contDiff_div)
  have hGs : HasCompactSupport G := h.compact.mul_right
  have hu0 : u 0 = 0 :=
    image_eq_zero_of_notMem_tsupport fun h0 => lt_irrefl (0 : ℝ) (h.away h0)
  have hG0 : ∫ r in Ioi (0 : ℝ), deriv G r = 0 := by
    rw [hGs.integral_Ioi_deriv_eq hG 0]
    simp [G, hu0]
  have hd : ∀ r ∈ Ioi (0 : ℝ), (deriv u r - u r / r + Z * u r) ^ 2 =
      deriv u r ^ 2 + Z ^ 2 * u r ^ 2 - 2 * Z * (u r ^ 2 / r) + deriv G r := by
    intro r hr
    have hr0 : r ≠ 0 := (mem_Ioi.mp hr).ne'
    have hu := (h.smooth.differentiable (by simp) r).hasDerivAt
    have hg : deriv G r = _ :=
      (hu.fun_mul ((hu.const_mul Z).fun_sub (hu.fun_div (hasDerivAt_id' r) hr0))).deriv
    rw [hg]
    field_simp
    ring
  have i1 : Integrable (fun r => deriv u r ^ 2) (volume.restrict (Ioi 0)) :=
    (integrable_sq_of_compact (h.smooth.continuous_deriv (by simp))
      h.compact.deriv).integrableOn
  have i2 : Integrable (fun r => Z ^ 2 * u r ^ 2) (volume.restrict (Ioi 0)) :=
    (h.integrable_sq.const_mul _).integrableOn
  have i3 : Integrable (fun r => 2 * Z * (u r ^ 2 / r)) (volume.restrict (Ioi 0)) :=
    (h.integrable_sq_div.const_mul _).integrableOn
  have i4 : Integrable (fun r => deriv G r) (volume.restrict (Ioi 0)) :=
    ((hG.continuous_deriv (by simp)).integrable_of_hasCompactSupport hGs.deriv).integrableOn
  have hsplit : ∫ r in Ioi (0 : ℝ),
      (deriv u r ^ 2 + Z ^ 2 * u r ^ 2 - 2 * Z * (u r ^ 2 / r) + deriv G r) =
      (∫ r in Ioi (0 : ℝ), deriv u r ^ 2) + Z ^ 2 * (∫ r in Ioi (0 : ℝ), u r ^ 2)
        - 2 * Z * (∫ r in Ioi (0 : ℝ), u r ^ 2 / r) + ∫ r in Ioi (0 : ℝ), deriv G r := by
    rw [integral_add, integral_sub, integral_add, integral_const_mul, integral_const_mul]
    exacts [i1, i2, i1.add i2, i3, (i1.add i2).sub i3, i4]
  have hpos : 0 ≤ ∫ r in Ioi (0 : ℝ), (deriv u r - u r / r + Z * u r) ^ 2 :=
    integral_nonneg fun r => sq_nonneg _
  rw [setIntegral_congr_fun measurableSet_Ioi hd, hsplit, hG0] at hpos
  unfold mass kinetic invRadius
  linarith

/-- The self-attraction of a reduced radial wave function is at most its mass times
`∫ u²/r`, the attraction to the same charge placed at the origin. -/
theorem selfAttraction_le (h : IsRadial u) :
    selfAttraction u ≤ mass u * invRadius u := by
  unfold selfAttraction invRadius
  rw [← integral_const_mul]
  refine integral_mono_of_nonneg ?_ (h.integrable_sq_div.integrableOn.const_mul _) ?_
  · filter_upwards [ae_restrict_mem measurableSet_Ioi] with r hr
    have hr0 : 0 < r := hr
    exact integral_nonneg fun s =>
      div_nonneg (by positivity) (le_max_of_le_left hr0.le)
  · filter_upwards [ae_restrict_mem measurableSet_Ioi] with r hr
    have hr0 : 0 < r := hr
    calc ∫ s in Ioi (0 : ℝ), u r ^ 2 * u s ^ 2 / max r s
        ≤ ∫ s in Ioi (0 : ℝ), u r ^ 2 / r * u s ^ 2 := by
          refine integral_mono_of_nonneg (Eventually.of_forall fun s =>
            div_nonneg (by positivity) (le_max_of_le_left hr0.le))
            (h.integrable_sq.integrableOn.const_mul _) (Eventually.of_forall fun s => ?_)
          show u r ^ 2 * u s ^ 2 / max r s ≤ u r ^ 2 / r * u s ^ 2
          rw [div_mul_eq_mul_div]
          -- the shell potential 1/max(r,s) never exceeds 1/r
          exact div_le_div_of_nonneg_left (by positivity) hr0 (le_max_left r s)
      _ = mass u * (u r ^ 2 / r) := by
          unfold mass
          rw [integral_const_mul]
          ring

/-- For `α ≥ 0` and a reduced radial wave function of any mass `N`, the Pekar energy is at
least `-α² N³ / 4`. -/
theorem pekarEnergy_ge_mass (h : IsRadial u) {α : ℝ} (hα : 0 ≤ α) :
    -(α ^ 2 / 4) * mass u ^ 3 ≤ pekarEnergy α u := by
  have hg : 0 ≤ α / √2 := by positivity
  have hs : (α / √2) ^ 2 = α ^ 2 / 2 := by
    rw [div_pow, Real.sq_sqrt (by norm_num)]
  have h1 := hydrogen_bound h (α / √2 * mass u)
  have h2 := mul_le_mul_of_nonneg_left (selfAttraction_le h) hg
  rw [mul_pow, hs] at h1
  unfold pekarEnergy
  linarith

/-- Radial Pekar lower bound: for `α ≥ 0` and a normalised reduced radial wave function, the
Pekar energy is at least `-α²/4`. -/
theorem pekarEnergy_ge (h : IsRadial u) (hu : mass u = 1) {α : ℝ} (hα : 0 ≤ α) :
    -(α ^ 2 / 4) ≤ pekarEnergy α u := by
  have h1 := pekarEnergy_ge_mass h hα
  rw [hu] at h1
  linarith

/-- For `α ≥ 0` and a normalised reduced radial wave function, the kinetic energy is at most
twice the Pekar energy plus `α²`. -/
theorem kinetic_le (h : IsRadial u) (hu : mass u = 1) {α : ℝ} (hα : 0 ≤ α) :
    kinetic u ≤ 2 * pekarEnergy α u + α ^ 2 := by
  -- spend half of the kinetic energy on the bound at doubled coupling
  have h1 := pekarEnergy_ge h hu (α := 2 * α) (by positivity)
  have h2 : 2 * α / √2 = 2 * (α / √2) := by ring
  unfold pekarEnergy at h1 ⊢
  rw [h2] at h1
  linarith

/-- Cost of confinement: for `α ≥ 0`, a normalised reduced radial wave function that vanishes
beyond a radius `R > 0` has Pekar energy at least `1/(4R²) - α²/2`. -/
theorem pekarEnergy_ge_of_confined (h : IsRadial u) (hu : mass u = 1) {α R : ℝ}
    (hα : 0 ≤ α) (hR : 0 < R) (hc : ∀ r, R < r → u r = 0) :
    1 / (4 * R ^ 2) - α ^ 2 / 2 ≤ pekarEnergy α u := by
  -- inside radius R the mean inverse radius is at least 1/R
  have hA : 1 / R * mass u ≤ invRadius u := by
    unfold mass invRadius
    rw [← integral_const_mul]
    refine setIntegral_mono_on (h.integrable_sq.const_mul _).integrableOn
      h.integrable_sq_div.integrableOn measurableSet_Ioi fun r hr => ?_
    by_cases hrR : r ≤ R
    · rw [one_div_mul_eq_div]
      exact div_le_div_of_nonneg_left (sq_nonneg _) hr hrR
    · simp [hc r (not_le.mp hrR)]
  have h1 := hydrogen_bound h (1 / R)
  have h2 := mul_le_mul_of_nonneg_left hA (one_div_pos.mpr hR).le
  have h3 := kinetic_le h hu hα
  rw [hu] at h1 h2
  have h4 : 1 / (4 * R ^ 2) = (1 / R) ^ 2 / 4 := by ring
  rw [h4]
  linarith

end

end RadialPekar
```

```lean
#print axioms RadialPekar.pekarEnergy_ge_of_confined
```

```
'RadialPekar.pekarEnergy_ge_of_confined' depends on axioms: [propext, Classical.choice, Quot.sound]
```

## How Lean completes the square and compares the integrals

`IsRadial.contDiff_div` shows that $u/r$ is C¹. On the support, $r>0$ and the quotient rule applies; off the support, the quotient is zero in a neighbourhood. The integrability lemmas then follow, since a continuous function with compact support is integrable. For $u^2/r$ the product is written as $u\cdot(u/r)$.

In `hydrogen_bound`, `hd` is the expanded square, with the derivative of `G` computed by the product and quotient rules and the algebra closed by `field_simp` and `ring`. `hG0` is the vanishing integral of $G'$. `hsplit` separates the integral into its four terms, using the integrability facts `i1` to `i4`, and `linarith` rearranges the result.

`selfAttraction_le` applies `integral_mono_of_nonneg` twice, first to the outer integral and then to the inner one, where `le_max_left` supplies $r\le\max(r,s)$. That lemma asks for integrability of the larger function only. Lean gives a non-integrable function the integral 0, but here the integrand of $D$ is continuous with compact support in $r,s>0$, so $D$ is the ordinary integral.

`pekarEnergy_ge_mass` combines the two inequalities at charge `α / √2 * mass u`, and `pekarEnergy_ge` substitutes $N=1$. `kinetic_le` calls the latter with `α := 2 * α`. In `pekarEnergy_ge_of_confined`, the step `hA` proves $N/R\le A$ by comparing integrands: for $r\le R$ it uses $1/R\le1/r$, and for $r>R$ both sides are zero. The final `linarith` joins this to the fixed-charge bound and the kinetic estimate.
